# The determinant of the semiclassical wave-packet matrix is $(1+\mathbf B\cdot\boldsymbol\Omega)^2$

In a semiclassical calculation that includes the Berry curvature $\boldsymbol\Omega$ of a band, a sum over the Brillouin zone in a magnetic field $\mathbf B$ weights each $k$ point by $1+\mathbf B\cdot\boldsymbol\Omega$ instead of 1, in units with $\hbar=1$ and electron charge $-1$. The square of that weight is the determinant of the 6 by 6 matrix in the wave packet's equations of motion, for all real vectors $\mathbf B$ and $\boldsymbol\Omega$.

```lean
import Mathlib

open Matrix

namespace SemiclassicalPhaseSpace

noncomputable section

/-- Vectors of position space or of crystal-momentum space. -/
abbrev Vec := Fin 3 → ℝ

/-- The cross-product matrix `C(a)`. -/
def crossMatrix (a : Vec) : Matrix (Fin 3) (Fin 3) ℝ :=
  !![0, -a 2, a 1; a 2, 0, -a 0; -a 1, a 0, 0]

/-- The 6 by 6 matrix that couples the velocities of a wave packet in a magnetic field `B`
and a Berry curvature `Ω`. -/
def symplecticMatrix (B Ω : Vec) : Matrix (Fin 3 ⊕ Fin 3) (Fin 3 ⊕ Fin 3) ℝ :=
  fromBlocks (crossMatrix B) (-1) 1 (-crossMatrix Ω)

/-- The modified phase-space density `1 + B · Ω`. -/
def density (B Ω : Vec) : ℝ := 1 + B ⬝ᵥ Ω

/-- The semiclassical equations of motion for the velocities `r'` and `k'`, with potential energy
gradient `gV` and band-energy gradient `gE`, in units with `ħ = 1` and electron charge `-1`. -/
def EquationsOfMotion (B Ω gV gE r' k' : Vec) : Prop :=
  r' = gE - k' ⨯₃ Ω ∧ k' = -gV - r' ⨯₃ B

/-- The vector `gE - Ω × gV + (gE · Ω) B`. -/
def positionFlux (B Ω gV gE : Vec) : Vec := gE - Ω ⨯₃ gV + (gE ⬝ᵥ Ω) • B

/-- The vector `-gV + B × gE - (gV · B) Ω`. -/
def momentumFlux (B Ω gV gE : Vec) : Vec := -gV + B ⨯₃ gE - (gV ⬝ᵥ B) • Ω

/-- The matrix `C(a)` acts on a vector as the cross product with `a`. -/
theorem crossMatrix_mulVec (a v : Vec) : crossMatrix a *ᵥ v = a ⨯₃ v := by
  ext i
  fin_cases i <;>
    simp [crossMatrix, cross_apply, Matrix.mulVec, dotProduct, Fin.sum_univ_three] <;> ring

/-- The equations of motion are the linear system with the 6 by 6 matrix acting on the
velocities and the two energy gradients on the right-hand side. -/
theorem equationsOfMotion_iff_matrix (B Ω gV gE r' k' : Vec) :
    EquationsOfMotion B Ω gV gE r' k' ↔
      symplecticMatrix B Ω *ᵥ Sum.elim r' k' = Sum.elim gV gE := by
  have key : symplecticMatrix B Ω *ᵥ Sum.elim r' k'
      = Sum.elim (B ⨯₃ r' - k') (r' - Ω ⨯₃ k') := by
    rw [symplecticMatrix, fromBlocks_mulVec]
    simp [Matrix.neg_mulVec, crossMatrix_mulVec, sub_eq_add_neg]
  rw [key, EquationsOfMotion, ← cross_anticomm Ω k', ← cross_anticomm B r']
  constructor
  · rintro ⟨h1, h2⟩
    congr 1
    · linear_combination (norm := module) (-1 : ℝ) • h2
    · linear_combination (norm := module) h1
  · intro h
    have h1 : B ⨯₃ r' - k' = gV := funext fun i => congrFun h (Sum.inl i)
    have h2 : r' - Ω ⨯₃ k' = gE := funext fun i => congrFun h (Sum.inr i)
    constructor
    · linear_combination (norm := module) h2
    · linear_combination (norm := module) (-1 : ℝ) • h1

/-- In any dimension, a block matrix with off-diagonal blocks `-1` and `1` has the determinant
of `1 + A D`, where `A` and `D` are its diagonal blocks. -/
theorem det_canonical_blocks {n : Type*} [Fintype n] [DecidableEq n] (A D : Matrix n n ℝ) :
    (fromBlocks A (-1) 1 D).det = (1 + A * D).det := by
  -- a column operation of determinant one turns the lower right block into the identity
  have h : fromBlocks A (-1) 1 D * fromBlocks 1 (1 - D) 0 1
      = fromBlocks A (A * (1 - D) - 1) 1 1 := by
    rw [fromBlocks_multiply]
    exact Matrix.fromBlocks_inj.mpr
      ⟨by simp, by simp [sub_eq_add_neg], by simp, by simp⟩
  have hd := congrArg Matrix.det h
  rw [det_mul, det_fromBlocks_zero₂₁, det_one, mul_one, mul_one, det_fromBlocks_one₂₂] at hd
  rw [hd]
  congr 1
  noncomm_ring

/-- The 6 by 6 matrix is antisymmetric, and its determinant is the square of the modified
phase-space density `1 + B · Ω`. -/
theorem symplecticMatrix_antisymm_and_det (B Ω : Vec) :
    (symplecticMatrix B Ω)ᵀ = -symplecticMatrix B Ω ∧
      (symplecticMatrix B Ω).det = (1 + B ⬝ᵥ Ω) ^ 2 := by
  have hC : ∀ a : Vec, (crossMatrix a)ᵀ = -crossMatrix a := by
    intro a
    ext i j
    fin_cases i <;> fin_cases j <;> simp [crossMatrix]
  constructor
  · simp [symplecticMatrix, fromBlocks_transpose, fromBlocks_neg, hC]
  · rw [symplecticMatrix, det_canonical_blocks, det_fin_three]
    simp [crossMatrix, Fin.sum_univ_three, dotProduct]
    ring

/-- Along the semiclassical motion, the velocities multiplied by the modified density are
explicit polynomials in the fields and the energy gradients. -/
theorem density_smul_velocity {B Ω gV gE r' k' : Vec}
    (h : EquationsOfMotion B Ω gV gE r' k') :
    density B Ω • r' = positionFlux B Ω gV gE ∧
      density B Ω • k' = momentumFlux B Ω gV gE := by
  have a0 : r' 0 = gE 0 - (k' 1 * Ω 2 - k' 2 * Ω 1) := by
    simpa [cross_apply] using congrFun h.1 0
  have a1 : r' 1 = gE 1 - (k' 2 * Ω 0 - k' 0 * Ω 2) := by
    simpa [cross_apply] using congrFun h.1 1
  have a2 : r' 2 = gE 2 - (k' 0 * Ω 1 - k' 1 * Ω 0) := by
    simpa [cross_apply] using congrFun h.1 2
  have b0 : k' 0 = -gV 0 - (r' 1 * B 2 - r' 2 * B 1) := by
    simpa [cross_apply] using congrFun h.2 0
  have b1 : k' 1 = -gV 1 - (r' 2 * B 0 - r' 0 * B 2) := by
    simpa [cross_apply] using congrFun h.2 1
  have b2 : k' 2 = -gV 2 - (r' 0 * B 1 - r' 1 * B 0) := by
    simpa [cross_apply] using congrFun h.2 2
  -- eliminate one velocity from the equation of the other, component by component
  constructor
  · ext i
    fin_cases i <;>
      simp [density, positionFlux, cross_apply, dotProduct, Fin.sum_univ_three, vecHead, vecTail]
    · linear_combination a0 + B 0 * (Ω 0 * a0 + Ω 1 * a1 + Ω 2 * a2) - (Ω 2 * b1 - Ω 1 * b2)
    · linear_combination a1 + B 1 * (Ω 0 * a0 + Ω 1 * a1 + Ω 2 * a2) - (Ω 0 * b2 - Ω 2 * b0)
    · linear_combination a2 + B 2 * (Ω 0 * a0 + Ω 1 * a1 + Ω 2 * a2) - (Ω 1 * b0 - Ω 0 * b1)
  · ext i
    fin_cases i <;>
      simp [density, momentumFlux, cross_apply, dotProduct, Fin.sum_univ_three, vecHead, vecTail]
    · linear_combination b0 + Ω 0 * (B 0 * b0 + B 1 * b1 + B 2 * b2) - (B 2 * a1 - B 1 * a2)
    · linear_combination b1 + Ω 1 * (B 0 * b0 + B 1 * b1 + B 2 * b2) - (B 0 * a2 - B 2 * a0)
    · linear_combination b2 + Ω 2 * (B 0 * b0 + B 1 * b1 + B 2 * b2) - (B 1 * a0 - B 0 * a1)

/-- Where the modified density does not vanish, the equations of motion hold exactly for the
velocities obtained by dividing the two explicit fluxes by that density. -/
theorem equationsOfMotion_iff_velocity {B Ω : Vec} (hD : density B Ω ≠ 0)
    (gV gE r' k' : Vec) :
    EquationsOfMotion B Ω gV gE r' k' ↔
      r' = (density B Ω)⁻¹ • positionFlux B Ω gV gE ∧
        k' = (density B Ω)⁻¹ • momentumFlux B Ω gV gE := by
  constructor
  · intro h
    have hf := density_smul_velocity h
    exact ⟨(eq_inv_smul_iff₀ hD).mpr hf.1, (eq_inv_smul_iff₀ hD).mpr hf.2⟩
  · rintro ⟨rfl, rfl⟩
    -- only the relation between the density and its inverse is needed
    have h := inv_mul_cancel₀ hD
    generalize (density B Ω)⁻¹ = e at h ⊢
    simp only [density, dotProduct, Fin.sum_univ_three] at h
    constructor
    · ext i
      fin_cases i <;>
        simp [positionFlux, momentumFlux, cross_apply, dotProduct, Fin.sum_univ_three,
          vecHead, vecTail]
      · linear_combination gE 0 * h
      · linear_combination gE 1 * h
      · linear_combination gE 2 * h
    · ext i
      fin_cases i <;>
        simp [positionFlux, momentumFlux, cross_apply, dotProduct, Fin.sum_univ_three,
          vecHead, vecTail]
      · linear_combination -gV 0 * h
      · linear_combination -gV 1 * h
      · linear_combination -gV 2 * h

end

end SemiclassicalPhaseSpace
```

```lean
#print axioms SemiclassicalPhaseSpace.equationsOfMotion_iff_matrix
-- 'SemiclassicalPhaseSpace.equationsOfMotion_iff_matrix' depends on axioms: [propext, Classical.choice, Quot.sound]
#print axioms SemiclassicalPhaseSpace.symplecticMatrix_antisymm_and_det
-- 'SemiclassicalPhaseSpace.symplecticMatrix_antisymm_and_det' depends on axioms: [propext, Classical.choice, Quot.sound]
#print axioms SemiclassicalPhaseSpace.equationsOfMotion_iff_velocity
-- 'SemiclassicalPhaseSpace.equationsOfMotion_iff_velocity' depends on axioms: [propext, Classical.choice, Quot.sound]
```

## The equations of motion as one linear system

A wave packet in a single band has a centre $\mathbf r$ and a crystal momentum $\mathbf k$. Let $\mathbf g_E=\nabla_{\mathbf k}E$ be the gradient of the band energy and $\mathbf g_V=\nabla_{\mathbf r}V$ the gradient of the potential energy. With $\hbar=1$ and electron charge $-1$, the velocities $\mathbf r'$ and $\mathbf k'$ obey

$$
\mathbf r'=\mathbf g_E-\mathbf k'\times\boldsymbol\Omega,\qquad
\mathbf k'=-\mathbf g_V-\mathbf r'\times\mathbf B .
$$

The second equation is the electric and Lorentz force. The first adds to the group velocity the anomalous velocity caused by the Berry curvature. These two equations are postulated as the definition `EquationsOfMotion`; they are not derived from a Schrödinger equation.

Each equation contains the other's unknown. Reversing the cross products and collecting the velocities on the left gives

$$
\mathbf B\times\mathbf r'-\mathbf k'=\mathbf g_V,\qquad
\mathbf r'-\boldsymbol\Omega\times\mathbf k'=\mathbf g_E .
$$

Write $C(\mathbf a)$ for the matrix with $C(\mathbf a)\mathbf v=\mathbf a\times\mathbf v$. The system is then

$$
M\begin{pmatrix}\mathbf r'\\ \mathbf k'\end{pmatrix}
=\begin{pmatrix}\mathbf g_V\\ \mathbf g_E\end{pmatrix},\qquad
M=\begin{pmatrix}C(\mathbf B)&-1\\ 1&-C(\boldsymbol\Omega)\end{pmatrix}.
$$

In the file, `crossMatrix` is $C$, written out entry by entry with components numbered 0, 1, 2, and `crossMatrix_mulVec` confirms that it acts as the cross product. The matrix $M$ is `symplecticMatrix`, whose blocks `-1` and `1` are multiples of the 3 by 3 identity. The name refers to the symplectic form of Hamiltonian mechanics; $M$ is not in general a symplectic matrix in the sense of the symplectic group, whose elements have determinant 1. The six-component vectors are `Sum.elim r' k'` and `Sum.elim gV gE`. The theorem `equationsOfMotion_iff_matrix` states that the two forms of the equations are equivalent. Its proof computes the matrix product block by block, reverses the cross products with `cross_anticomm`, and compares the upper and lower halves.

## What the theorems assume about the fields

All the vectors in the theorems are arbitrary elements of $\mathbb R^3$. The names `gV` and `gE` suggest gradients, and `r'` and `k'` suggest time derivatives, but no function is differentiated. The results therefore hold at one point of phase space at a time, for whatever values the fields take there.

The equations themselves fix the scope of the model: a single band, a Berry curvature in momentum space only, and no mixed position-momentum curvature. Any energy shift from the orbital magnetic moment has to be included in $E$. With charge $-e$ and $\hbar$ restored, the density reads $1+(e/\hbar)\,\mathbf B\cdot\boldsymbol\Omega$.

The file defines `density` as $D=1+\mathbf B\cdot\boldsymbol\Omega$ and proves that $D^2=\det M$. Its role as a phase-space weight comes from Hamiltonian mechanics. If canonical coordinates exist and $J$ is the Jacobian matrix that leads to them, then $M=J^{\mathsf T}M_0J$, where $M_0$ is $M$ at $\mathbf B=\boldsymbol\Omega=0$. Since $\det M_0=1$, this gives $|\det J|=|D|$, so the canonical volume element is $|D|\,d^3r\,d^3k$. That the motion conserves this volume is Liouville's theorem, which involves divergences of the fields and is not proved here.

## From a 6 by 6 to a 3 by 3 determinant

The theorem `symplecticMatrix_antisymm_and_det` has two parts. The first says that $M$ is antisymmetric. Transposition exchanges the off-diagonal blocks $-1$ and $1$, which reverses the sign of each, and $C(\mathbf a)^{\mathsf T}=-C(\mathbf a)$ does the same for the diagonal blocks. In the proof, `hC` is this property of $C$, checked entry by entry.

The second part is the determinant. Let $A$ and $G$ be square matrices of equal size, with $G$ standing for the block that `det_canonical_blocks` calls `D`. Multiplication on the right by a block triangular matrix of determinant one gives

$$
\begin{pmatrix}A&-1\\1&G\end{pmatrix}
\begin{pmatrix}1&1-G\\0&1\end{pmatrix}
=\begin{pmatrix}A&A(1-G)-1\\1&1\end{pmatrix}.
$$

The determinant is unchanged, and the lower right block is now the identity. For such a matrix the determinant is that of the upper left block minus the product of the off-diagonal blocks:

$$
\det\bigl(A-(A(1-G)-1)\bigr)=\det(1+AG).
$$

This holds in any finite dimension and needs neither $A$ nor $G$ to be invertible. In the proof, `h` is the matrix product above and `hd` is its determinant. The last simplification uses `noncomm_ring`, because matrices need not commute.

For the wave packet, $A=C(\mathbf B)$ and $G=-C(\boldsymbol\Omega)$. The double cross product gives

$$
C(\mathbf B)C(\boldsymbol\Omega)\mathbf v
=\mathbf B\times(\boldsymbol\Omega\times\mathbf v)
=\boldsymbol\Omega(\mathbf B\cdot\mathbf v)-(\mathbf B\cdot\boldsymbol\Omega)\mathbf v ,
$$

and hence

$$
1-C(\mathbf B)C(\boldsymbol\Omega)=D\,1-\boldsymbol\Omega\mathbf B^{\mathsf T}.
$$

The matrix $\boldsymbol\Omega\mathbf B^{\mathsf T}$ has trace $\mathbf B\cdot\boldsymbol\Omega$, and its 2 by 2 minors and its determinant vanish. Its characteristic polynomial, evaluated at $D$, is therefore

$$
\det\bigl(D\,1-\boldsymbol\Omega\mathbf B^{\mathsf T}\bigr)
=D^3-D^2\,\mathbf B\cdot\boldsymbol\Omega
=D^2(D-\mathbf B\cdot\boldsymbol\Omega)=D^2 .
$$

Lean takes a more direct route for this last part: `det_fin_three` expands the 3 by 3 determinant, and `ring` verifies the resulting polynomial identity in the six components.

## Solving for the velocities

Substituting the equation for $\mathbf k'$ into $\mathbf r'=\mathbf g_E+\boldsymbol\Omega\times\mathbf k'$ gives

$$
\mathbf r'=\mathbf g_E-\boldsymbol\Omega\times\mathbf g_V
+\mathbf B(\boldsymbol\Omega\cdot\mathbf r')-(\mathbf B\cdot\boldsymbol\Omega)\mathbf r' .
$$

The anomalous velocity is perpendicular to $\boldsymbol\Omega$, so $\boldsymbol\Omega\cdot\mathbf r'=\boldsymbol\Omega\cdot\mathbf g_E$. Moving the last term to the left yields

$$
D\mathbf r'=\mathbf g_E-\boldsymbol\Omega\times\mathbf g_V+(\mathbf g_E\cdot\boldsymbol\Omega)\mathbf B .
$$

In the same way, substituting for $\mathbf r'$ in $\mathbf k'=-\mathbf g_V+\mathbf B\times\mathbf r'$ gives

$$
\mathbf k'=-\mathbf g_V+\mathbf B\times\mathbf g_E
+\boldsymbol\Omega(\mathbf B\cdot\mathbf k')-(\mathbf B\cdot\boldsymbol\Omega)\mathbf k' ,
$$

and $\mathbf B\cdot\mathbf k'=-\mathbf B\cdot\mathbf g_V$ then leads to

$$
D\mathbf k'=-\mathbf g_V+\mathbf B\times\mathbf g_E-(\mathbf g_V\cdot\mathbf B)\boldsymbol\Omega .
$$

The right-hand sides are `positionFlux` and `momentumFlux`, and `density_smul_velocity` proves both formulas without any condition on $D$. In its proof, `a0` to `a2` are the components of the position equation and `b0` to `b2` those of the momentum equation. Each `linear_combination` line repeats the elimination for one component. In the lines for $\mathbf r'$, the terms with `b` substitute for $\mathbf k'$, and the bracket multiplied by a component of $\mathbf B$ replaces $\boldsymbol\Omega\cdot\mathbf r'$.

If $D\neq0$, both formulas can be divided by $D$, and `equationsOfMotion_iff_velocity` states that the resulting velocities are the unique solution. For the converse direction, call the two fluxes $\mathbf F$ and $\mathbf K$. Expanding the double cross products shows that

$$
\mathbf F=D\mathbf g_E+\boldsymbol\Omega\times\mathbf K,\qquad
\mathbf K=-D\mathbf g_V+\mathbf B\times\mathbf F ,
$$

and division by $D$ returns the equations of motion. The proof writes `e` for $D^{-1}$ and uses only $D^{-1}D=1$, multiplied by a component of $\mathbf g_E$ or $-\mathbf g_V$.

When $D=0$, the matrix $M$ is singular. The formulas for $D\mathbf r'$ and $D\mathbf k'$ then show that a solution requires both fluxes to vanish. For $\mathbf B=(0,0,1)$, $\boldsymbol\Omega=(0,0,-1)$, $\mathbf g_V=0$ and $\mathbf g_E=(1,0,0)$, the position flux is $(1,0,0)$, so no velocities satisfy the equations.

## The weight in trajectories and currents

Take $\mathbf B=(0,0,b)$ and $\boldsymbol\Omega=(0,0,w)$ with $D=1+bw\neq0$. The position velocity at this $k$ point is

$$
\mathbf r'=\left(\frac{g_{E,0}+w\,g_{V,1}}{1+bw},\;
\frac{g_{E,1}-w\,g_{V,0}}{1+bw},\;g_{E,2}\right).
$$

For $bw=0.1$, the determinant is $1.21$ and the weight is $1.1$. The two velocity components perpendicular to the field are divided by $1.1$, while the component along the field is the ordinary group velocity. A trajectory integrator can evaluate these quotients, and the corresponding ones for $\mathbf k'$, at every time step.

In a current, the division disappears. For a spatially uniform system with occupation $f(\mathbf k)$ and $D>0$, each $k$ point contributes its velocity times the weight $D$, so the current density of one band is

$$
\mathbf j=-\int\frac{d^3k}{(2\pi)^3}\,f\,D\,\mathbf r'
=-\int\frac{d^3k}{(2\pi)^3}\,f\,
\bigl[\mathbf g_E-\boldsymbol\Omega\times\mathbf g_V+(\mathbf g_E\cdot\boldsymbol\Omega)\mathbf B\bigr].
$$

Besides the occupation, the integrand needs only the gradient $\mathbf g_E$ of the band energy (including any orbital-moment shift), the Berry curvature and the applied fields at each $k$ point. The second term in the bracket is the anomalous Hall contribution, and the third is parallel to $\mathbf B$. The third term integrates to zero when $f$ is a function of $E$ alone, as in equilibrium, and $\boldsymbol\Omega$ is smooth over the whole Brillouin zone. The particle density keeps the weight explicitly, as the integral of $f\,(1+\mathbf B\cdot\boldsymbol\Omega)$ with the same measure. Within this single-band semiclassical model, the Berry curvature from an electronic-structure calculation thus enters both the velocities and the counting of states.
